# The sharp time step for projecting onto the ground eigenspace of a finite-dimensional real symmetric Hamiltonian

Take a Hamiltonian $H$ with eigenvalues 0 and 10 and try to filter out its excited state by applying $1-tH$ repeatedly, the first-order approximation to the imaginary-time step $e^{-tH}$ with time step $t$. With a time step of 0.3, the excited amplitude is multiplied by $-2$ at each step. The unwanted state grows, and the run diverges from almost every starting vector. The problems below find which time steps are safe, and what a convergent run converges to.

Let $H$ be a linear operator on a real inner product space $V$, $E_0$ a reference energy and $t$ the time step, often written $\tau$ elsewhere ($\hbar=1$). One step applies
$$P = 1 - t(H-E_0).$$
The same linear step underlies full configuration interaction quantum Monte Carlo; here it is deterministic, and parts (d) to (f) work in finite dimension with the exact ground energy as reference. That last assumption is one of the gaps to a real calculation, where $E_0$ is not known in advance.

In Lean, $H$ is a `Module.End ℝ V`, a linear map from $V$ to itself with no basis chosen, and $P$ is `projectorStep H E₀ t`.

```lean
import Mathlib

open Filter Topology

namespace ProjectorSharpTimeStep

variable {V : Type*} [NormedAddCommGroup V] [InnerProductSpace ℝ V]

/-- One step of the linear projector, `1 - t (H - E₀)`, with time step `t` and
reference energy `E₀`. -/
def projectorStep (H : Module.End ℝ V) (E₀ t : ℝ) : Module.End ℝ V :=
  1 - t • (H - E₀ • 1)
```

The next definition names the starting vectors $x$ that are orthogonal to every eigenvector lying too high for the chosen step. Part (c) justifies its threshold. The definition also admits $v=0$, which is harmless because its overlap with $x$ is zero.

```lean
/-- The vector `x` is orthogonal to every eigenvector of `H` whose energy `E` satisfies
`t (E - E₀) ≥ 2`. -/
def NoUnstableComponent (H : Module.End ℝ V) (E₀ t : ℝ) (x : V) : Prop :=
  ∀ (E : ℝ) (v : V), H v = E • v → 2 ≤ t * (E - E₀) → inner ℝ v x = 0
```

## (a) Repeated steps on an eigenvector

Let $Hv=Ev$. Show that after $k$ steps
$$P^k v=\bigl(1-t(E-E_0)\bigr)^k v .$$

One step gives $Pv=v-t(Ev-E_0v)=rv$, with $r=1-t(E-E_0)$. If $P^kv=r^kv$, then $P^{k+1}v=r^kPv=r^{k+1}v$, and the case $k=0$ is trivial.

In the code `h1` is the single step and `induction k` repeats it. Here $E_0$ may be any real number, and $V$ may have infinite dimension.

```lean
/-- After `k` steps an eigenvector of energy `E` is multiplied by `(1 - t (E - E₀))^k`. -/
theorem iterate_eigenvector {H : Module.End ℝ V} {E₀ t E : ℝ} {v : V}
    (hv : H v = E • v) (k : ℕ) :
    (projectorStep H E₀ t ^ k) v = (1 - t * (E - E₀)) ^ k • v := by
  have h1 : projectorStep H E₀ t v = (1 - t * (E - E₀)) • v := by
    simp only [projectorStep, LinearMap.sub_apply, LinearMap.smul_apply,
      Module.End.one_apply, hv]
    module
  induction k with
  | zero => simp
  | succ k ih =>
    rw [pow_succ', Module.End.mul_apply, ih, map_smul, h1, smul_smul, pow_succ]
```

## (b) The overlap with an eigenvector

Let $H$ be symmetric and $Hv=Ev$. Show for every $x$ that
$$\langle v,P^kx\rangle=\bigl(1-t(E-E_0)\bigr)^k\langle v,x\rangle .$$

Symmetry gives $\langle v,Hx\rangle=\langle Hv,x\rangle=E\langle v,x\rangle$. Hence
$$\langle v,Px\rangle=\langle v,x\rangle-t(E-E_0)\langle v,x\rangle=r\langle v,x\rangle,$$
and induction on $k$ finishes the argument. The vector $v$ need not be normalised: for $v\neq0$ the amplitude along the unit vector is $\langle v,x\rangle/\|v\|$, which acquires the same factor.

The hypothesis `LinearMap.IsSymmetric H` supplies the first equality, as `hH v y`.

```lean
/-- For symmetric `H`, the overlap of the `k`-th iterate with an eigenvector of energy `E`
is the initial overlap times `(1 - t (E - E₀))^k`. -/
theorem overlap_iterate {H : Module.End ℝ V} (hH : LinearMap.IsSymmetric H)
    {E₀ t E : ℝ} {v : V} (hv : H v = E • v) (x : V) (k : ℕ) :
    inner ℝ v ((projectorStep H E₀ t ^ k) x)
      = (1 - t * (E - E₀)) ^ k * inner ℝ v x := by
  have h1 : ∀ y, inner ℝ v (projectorStep H E₀ t y)
      = (1 - t * (E - E₀)) * inner ℝ v y := by
    intro y
    -- symmetry moves `H` onto the eigenvector
    have h : inner ℝ (H v) y = inner ℝ v (H y) := hH v y
    rw [hv, real_inner_smul_left] at h
    simp only [projectorStep, LinearMap.sub_apply, LinearMap.smul_apply,
      Module.End.one_apply, inner_sub_right, real_inner_smul_right]
    rw [← h]
    ring
  induction k with
  | zero => simp
  | succ k ih =>
    rw [pow_succ', Module.End.mul_apply, h1, ih]
    ring
```

## (c) Amplitudes that cannot settle

Let $r\le-1$, and suppose that $r^kc$ converges to some $l$. Show that
$$c=0 .$$

The shifted sequence $r^{k+1}c$ tends to $l$, and also to $rl$. So $(1-r)l=0$, and since $1-r\ge2$, $l=0$. But $|r^kc|\ge|c|$ for all $k$, so $|c|\le|l|=0$.

The uniqueness of limits enters as `tendsto_nhds_unique`, and `ge_of_tendsto'` carries the lower bound to the limit.

```lean
/-- If an amplitude `c` is multiplied by a factor `r ≤ -1` at each step and the resulting
sequence converges, then `c = 0`. -/
theorem amplitude_eq_zero {r c l : ℝ} (hr : r ≤ -1)
    (h : Tendsto (fun k : ℕ => r ^ k * c) atTop (𝓝 l)) : c = 0 := by
  have h1 := (tendsto_add_atTop_iff_nat 1).2 h
  have h2 : Tendsto (fun k : ℕ => r ^ (k + 1) * c) atTop (𝓝 (r * l)) :=
    (h.const_mul r).congr (fun k => by ring)
  -- the limit is a fixed point of multiplication by `r`, hence zero
  have h3 : l = r * l := tendsto_nhds_unique h1 h2
  have h4 : (1 - r) * l = 0 := by linear_combination h3
  have hl : l = 0 := (mul_eq_zero.1 h4).resolve_left (by linarith)
  -- but the modulus never drops below its initial value
  have h5 : |c| ≤ |l| := by
    refine ge_of_tendsto' h.abs (fun k => ?_)
    have hr1 : 1 ≤ |r| := by
      rw [abs_of_nonpos (by linarith)]
      linarith
    rw [abs_mul, abs_pow]
    exact le_mul_of_one_le_left (abs_nonneg c) (one_le_pow₀ hr1)
  rw [hl, abs_zero] at h5
  exact abs_nonpos_iff.1 h5
```

## (d) Convergence to the ground projection

Now let $V$ be finite-dimensional, $H$ symmetric, $E_0$ its lowest eigenvalue and $t>0$. Let $\Pi_0$ be the orthogonal projection onto the ground eigenspace, which may be degenerate. If $x$ has no unstable component, show that
$$\lim_{k\to\infty}P^kx=\Pi_0x .$$

Choose an orthonormal eigenbasis $b_i$ with energies $\varepsilon_i$, and follow each overlap $\langle b_i,P^kx\rangle$ using (b).

- If $\varepsilon_i=E_0$, the factor is 1 and the overlap stays at $\langle b_i,x\rangle$. This equals $\langle b_i,\Pi_0x\rangle$, because $x-\Pi_0x$ is orthogonal to the ground eigenspace.
- If $\varepsilon_i>E_0$, symmetry gives $(\varepsilon_i-E_0)\langle b_i,\Pi_0x\rangle=0$, so the target overlap is zero. When $t(\varepsilon_i-E_0)\ge2$, the initial overlap vanishes by hypothesis. Otherwise $0<t(\varepsilon_i-E_0)<2$, the factor has modulus below 1, and the overlap decays.

Summing the finitely many components gives the limit.

`IsLeast` says that $E_0$ is an eigenvalue and that no eigenvalue lies below it. `starProjection` is $\Pi_0$, and `Tendsto … (𝓝 …)` is convergence in norm. The statement `key` treats the components one by one, and `hsum` adds them up.

```lean
variable [FiniteDimensional ℝ V]

/-- Let `H` be symmetric with lowest eigenvalue `E₀`, and `t > 0`. If `x` has no unstable
component, its iterates converge to its orthogonal projection onto the ground eigenspace. -/
theorem tendsto_groundProjection {H : Module.End ℝ V} (hH : LinearMap.IsSymmetric H)
    {E₀ t : ℝ} (hE : IsLeast {E | Module.End.HasEigenvalue H E} E₀) (ht : 0 < t)
    {x : V} (hx : NoUnstableComponent H E₀ t x) :
    Tendsto (fun k : ℕ => (projectorStep H E₀ t ^ k) x) atTop
      (𝓝 ((Module.End.eigenspace H E₀).starProjection x)) := by
  obtain ⟨b, ev, hb⟩ : ∃ (b : OrthonormalBasis (Fin (Module.finrank ℝ V)) ℝ V)
      (ev : Fin (Module.finrank ℝ V) → ℝ), ∀ i, H (b i) = ev i • b i :=
    ⟨hH.eigenvectorBasis rfl, hH.eigenvalues rfl,
      fun i => hH.apply_eigenvectorBasis rfl i⟩
  have key : ∀ i, Tendsto (fun k : ℕ => inner ℝ (b i) ((projectorStep H E₀ t ^ k) x))
      atTop (𝓝 (inner ℝ (b i) ((Module.End.eigenspace H E₀).starProjection x))) := by
    intro i
    simp only [overlap_iterate hH (hb i)]
    by_cases h : ev i = E₀
    · -- ground components are constant
      have hm : b i ∈ Module.End.eigenspace H E₀ :=
        Module.End.mem_eigenspace_iff.2 (by rw [hb i, h])
      have ho := (Submodule.mem_orthogonal _ _).1
        ((Module.End.eigenspace H E₀).sub_starProjection_mem_orthogonal x) _ hm
      rw [inner_sub_right] at ho
      rw [← sub_eq_zero.1 ho, h]
      simp
    · -- excited eigenvectors are orthogonal to the projection
      have hp := Module.End.mem_eigenspace_iff.1
        ((Module.End.eigenspace H E₀).starProjection_apply_mem x)
      have hs := hH (b i) ((Module.End.eigenspace H E₀).starProjection x)
      rw [hb i, hp, real_inner_smul_left, real_inner_smul_right] at hs
      have h0 : inner ℝ (b i) ((Module.End.eigenspace H E₀).starProjection x) = 0 := by
        have h1 : (ev i - E₀) *
            inner ℝ (b i) ((Module.End.eigenspace H E₀).starProjection x) = 0 := by
          linear_combination hs
        exact (mul_eq_zero.1 h1).resolve_left (sub_ne_zero.2 h)
      rw [h0]
      by_cases h2 : 2 ≤ t * (ev i - E₀)
      · rw [hx _ _ (hb i) h2]
        simp
      · have h2' := not_le.1 h2
        have hle : E₀ ≤ ev i := hE.2 (Module.End.hasEigenvalue_of_hasEigenvector
          ⟨Module.End.mem_eigenspace_iff.2 (hb i), b.orthonormal.ne_zero i⟩)
        have hpos := mul_pos ht (sub_pos.2 (lt_of_le_of_ne hle (Ne.symm h)))
        have hr : |1 - t * (ev i - E₀)| < 1 :=
          abs_lt.2 ⟨by linarith, by linarith⟩
        have hlim := (tendsto_pow_atTop_nhds_zero_of_abs_lt_one hr).mul_const
          (inner ℝ (b i) x)
        rw [zero_mul] at hlim
        exact hlim
  -- reassemble the vector from its components
  have hsum := tendsto_finsetSum Finset.univ (fun i _ => (key i).smul_const (b i))
  simpa only [b.sum_repr'] using hsum
```

## (e) Which starting vectors converge

Under the same assumptions on $H$, $E_0$ and $t$, show for each $x$ that
$$P^kx\ \text{converges}\iff\langle v,x\rangle=0\ \text{ whenever } Hv=Ev,\ t(E-E_0)\ge2 .$$

If $P^kx\to y$, then $\langle v,P^kx\rangle\to\langle v,y\rangle$. By (b) this sequence is $r^k\langle v,x\rangle$ with $r\le-1$, so (c) gives $\langle v,x\rangle=0$. The converse is (d). The two branches after `constructor` are these two directions.

```lean
/-- For symmetric `H` with lowest eigenvalue `E₀` and any `t > 0`, the iterates of `x`
converge if and only if `x` has no unstable component. -/
theorem converges_iff {H : Module.End ℝ V} (hH : LinearMap.IsSymmetric H)
    {E₀ t : ℝ} (hE : IsLeast {E | Module.End.HasEigenvalue H E} E₀) (ht : 0 < t) (x : V) :
    (∃ y, Tendsto (fun k : ℕ => (projectorStep H E₀ t ^ k) x) atTop (𝓝 y)) ↔
      NoUnstableComponent H E₀ t x := by
  constructor
  · rintro ⟨y, hy⟩
    intro E v hv h2
    have h : Tendsto (fun k : ℕ => inner ℝ v ((projectorStep H E₀ t ^ k) x)) atTop
        (𝓝 (inner ℝ v y)) := tendsto_const_nhds.inner hy
    simp only [overlap_iterate hH hv] at h
    exact amplitude_eq_zero (by linarith) h
  · exact fun hx => ⟨_, tendsto_groundProjection hH hE ht hx⟩
```

## (f) The largest safe step

Keep the assumptions of (d) on $V$, $H$, $E_0$ and $t$, in particular $t>0$, and let $E_{\max}>E_0$ be the highest eigenvalue. Show that
$$P^kx\ \text{converges for every }x\iff t<\frac{2}{E_{\max}-E_0},$$
and that for any $t>0$ a limit of $P^kx$ must be $\Pi_0x$.

If $t(E_{\max}-E_0)\ge2$, start from a top eigenvector $v\neq0$. Convergence would require $\langle v,v\rangle=0$ by (e), a contradiction. If $t(E_{\max}-E_0)<2$, every eigenvalue $E$ satisfies $t(E-E_0)<2$, so nothing is unstable and (e) gives convergence. For the last claim, a convergent run has no unstable component, so (d) and the uniqueness of limits identify its limit.

The limit is zero when $x$ is orthogonal to the ground eigenspace, so convergence alone does not guarantee a ground state. The three bullets in the code are the two directions and the identification of the limit; `IsGreatest` provides both the top eigenvector and the bound on the other energies.

```lean
/-- Sharp time step: for symmetric `H` with lowest eigenvalue `E₀`, highest eigenvalue
`Emax > E₀`, and `t > 0`, the iterates of every vector converge if and only if
`t < 2 / (Emax - E₀)`. For every `t > 0`, a limit of the iterates of `x` is the orthogonal
projection of `x` onto the ground eigenspace. -/
theorem sharp_time_step {H : Module.End ℝ V} (hH : LinearMap.IsSymmetric H)
    {E₀ Emax t : ℝ} (hE : IsLeast {E | Module.End.HasEigenvalue H E} E₀)
    (hmax : IsGreatest {E | Module.End.HasEigenvalue H E} Emax)
    (hlt : E₀ < Emax) (ht : 0 < t) :
    ((∀ x, ∃ y, Tendsto (fun k : ℕ => (projectorStep H E₀ t ^ k) x) atTop (𝓝 y)) ↔
      t < 2 / (Emax - E₀)) ∧
    ∀ x y, Tendsto (fun k : ℕ => (projectorStep H E₀ t ^ k) x) atTop (𝓝 y) →
      y = (Module.End.eigenspace H E₀).starProjection x := by
  refine ⟨⟨fun h => ?_, fun h x => ?_⟩, fun x y hy => ?_⟩
  · -- too large a step fails on a top eigenvector
    by_contra hn
    rw [not_lt, div_le_iff₀ (sub_pos.2 hlt)] at hn
    have he : Module.End.HasEigenvalue H Emax := hmax.1
    obtain ⟨v, hv⟩ := he.exists_hasEigenvector
    have h0 : inner ℝ v v = 0 := (converges_iff hH hE ht v).1 (h v) Emax v
      (Module.End.mem_eigenspace_iff.1 hv.1) hn
    exact hv.2 (inner_self_eq_zero.1 h0)
  · -- below the bound there are no unstable eigenvectors
    refine (converges_iff hH hE ht x).2 ?_
    intro E v hv h2
    rw [lt_div_iff₀ (sub_pos.2 hlt)] at h
    by_contra hne
    have hv0 : v ≠ 0 := by
      intro hz
      exact hne (by rw [hz, inner_zero_left])
    have hle : E ≤ Emax := hmax.2 (Module.End.hasEigenvalue_of_hasEigenvector
      ⟨Module.End.mem_eigenspace_iff.2 hv, hv0⟩)
    have hm : t * (E - E₀) ≤ t * (Emax - E₀) :=
      mul_le_mul_of_nonneg_left (by linarith) ht.le
    linarith
  · exact tendsto_nhds_unique hy
      (tendsto_groundProjection hH hE ht ((converges_iff hH hE ht x).1 ⟨y, hy⟩))
```

## (g) Exactly at the critical step

Let $Hv=Ev$ with $E>E_0$, and set $t=2/(E-E_0)$. Show that
$$P^kv=(-1)^kv .$$

The factor in (a) is $1-2=-1$. For $E=E_{\max}$ and $v\ne0$ this is the endpoint of (f): the vector keeps its length and flips its sign forever, which is why the inequality there is strict. The code computes the factor in `h` and then rewrites with `iterate_eigenvector`.

```lean
omit [FiniteDimensional ℝ V] in
/-- At the time step `2 / (E - E₀)`, an eigenvector of energy `E > E₀` is multiplied by
`(-1)^k` after `k` steps. -/
theorem critical_step_alternates {H : Module.End ℝ V} {E₀ E : ℝ} {v : V}
    (hlt : E₀ < E) (hv : H v = E • v) (k : ℕ) :
    (projectorStep H E₀ (2 / (E - E₀)) ^ k) v = (-1 : ℝ) ^ k • v := by
  have h : 1 - 2 / (E - E₀) * (E - E₀) = -1 := by
    rw [div_mul_cancel₀ _ (sub_pos.2 hlt).ne']
    norm_num
  rw [iterate_eigenvector hv, h]

end ProjectorSharpTimeStep
```

```lean
#print axioms ProjectorSharpTimeStep.sharp_time_step
-- 'ProjectorSharpTimeStep.sharp_time_step' depends on axioms: [propext, Classical.choice, Quot.sound]
#print axioms ProjectorSharpTimeStep.critical_step_alternates
-- 'ProjectorSharpTimeStep.critical_step_alternates' depends on axioms: [propext, Classical.choice, Quot.sound]
```

## A fixed shift in place of the exact ground energy

The model could have used $1-t(H-S)$ with an arbitrary fixed shift $S$, closer to a calculation in which $E_0$ is unknown. For $S\neq E_0$ the ground component would then be multiplied by $1-t(E_0-S)$ at each step instead of staying constant, so one would study the normalised iterates, and their convergence up to a sign. The statement would need a starting vector with a non-zero ground component, and the safe steps would depend on $S$, through a comparison of $|1-t(E-S)|$ with $|1-t(E_0-S)|$ for each excited energy $E$.
